# Terms that map into an exact core space leave the valence Green function of a Hermitian matrix unchanged

Let $H$ be a Hermitian matrix, and let the columns of $C$ be orthonormal core orbitals that $H$ maps among themselves: $C^\dagger C=1$ and $HC=CE$. Put $Q=1-CC^\dagger$, the projector onto the valence space, which here means everything orthogonal to the core orbitals, unoccupied states included. For every matrix $F$ of the shape of $C$ and every complex energy $z$,

$$Q\,(z-H-CF^\dagger)^{-1}=(z-H)^{-1}Q ,$$

provided that both inverses exist.

The term $CF^\dagger$ takes any state, forms its overlaps with the columns of $F$, and returns a combination of core orbitals. Pseudopotentials built from explicit core orbitals add a term of this kind to the Hamiltonian; the norm-conserving pseudopotentials common in plane-wave codes do not have this form. For a one-particle Hamiltonian in a finite orthonormal basis with exact core orbitals, the identity says that such a term can reshape the core part of the response but not the valence part.

## The identity by hand

Write $M=z-H$ and $M'=z-H-CF^\dagger$.

1. Since $C^\dagger C=1$, the core equation gives $E=C^\dagger CE=C^\dagger HC$. As $H$ is Hermitian, $E^\dagger=E$.
2. The adjoint of $HC=CE$ is then $C^\dagger H=EC^\dagger$. Hence $CC^\dagger H=CEC^\dagger=HCC^\dagger$, and so $QH=HQ$.
3. Orthonormality gives $QC=C-C(C^\dagger C)=0$.
4. Therefore $QM'=zQ-QH-QCF^\dagger=zQ-HQ=MQ$.
5. Multiplying $QM'=MQ$ by $M^{-1}$ on the left and $M'^{-1}$ on the right gives $M^{-1}Q=QM'^{-1}$.

In Lean, the finite type `n` labels the basis functions and `c` labels the core orbitals. The superscript `ᴴ` is the conjugate transpose.

```lean
import Mathlib

open Matrix

namespace ValenceGreenInvariance

noncomputable section

variable {n c : Type*} [Fintype n] [DecidableEq n] [Fintype c] [DecidableEq c]
```

The structure `IsCore` collects three of the hypotheses. The matrix `E` need not be diagonal, so the columns of `C` may be any orthonormal basis of the core space and not only the eigenvectors.

```lean
/-- The columns of `C` are orthonormal core orbitals of the Hermitian Hamiltonian `H`,
which acts among them as the matrix `E`. -/
structure IsCore (H : Matrix n n ℂ) (C : Matrix n c ℂ) (E : Matrix c c ℂ) : Prop where
  hermitian : H.IsHermitian
  orthonormal : Cᴴ * C = 1
  eigen : H * C = C * E
```

The next four definitions are $Q$, the pseudo-Hamiltonian $H+CF^\dagger$, the matrix $z-A$ and the Green function $(z-A)^{-1}$. The identity matrix in `secular` fixes the convention that the basis is orthonormal; a generalised problem with an overlap matrix, as in ultrasoft or projector augmented-wave calculations, is not covered.

```lean
/-- The projector `1 - C Cᴴ` that removes the core orbitals. -/
def valenceProj (C : Matrix n c ℂ) : Matrix n n ℂ := 1 - C * Cᴴ

/-- The pseudo-Hamiltonian `H + C Fᴴ`. -/
def pseudoH (H : Matrix n n ℂ) (C F : Matrix n c ℂ) : Matrix n n ℂ := H + C * Fᴴ

/-- The secular matrix `z - A`. -/
def secular {m : Type*} [DecidableEq m] (z : ℂ) (A : Matrix m m ℂ) : Matrix m m ℂ :=
  z • (1 : Matrix m m ℂ) - A

/-- The Green function `(z - A)⁻¹`. -/
def green (z : ℂ) (A : Matrix n n ℂ) : Matrix n n ℂ := (secular z A)⁻¹
```

The counterexamples below, which show what fails when a hypothesis is removed, are worked by hand and are not part of the Lean file.

## Hermitian $H$ and exact core orbitals

Hermiticity is the usual condition on a Hamiltonian without absorption or gain. The core equation $HC=CE$ says that the core space is invariant: $H$ never scatters a core electron into the valence space. Core orbitals carried over from another calculation, such as frozen atomic ones, in general satisfy it only approximately.

Steps 1 and 2 use both conditions to show that $Q$ commutes with $H$. The Lean proof follows the same route: `hE` and `hEh` establish that $E$ is Hermitian, `hl` is the adjoint core equation, and the last rewrite turns both $CC^\dagger H$ and $HCC^\dagger$ into $CEC^\dagger$.

```lean
variable {H : Matrix n n ℂ} {C : Matrix n c ℂ} {E : Matrix c c ℂ}

/-- The valence projector commutes with the Hamiltonian. -/
theorem valenceProj_commute (h : IsCore H C E) :
    valenceProj C * H = H * valenceProj C := by
  -- the core block E is Hermitian because it equals Cᴴ H C
  have hE : E = Cᴴ * H * C := by
    rw [Matrix.mul_assoc, h.eigen, ← Matrix.mul_assoc, h.orthonormal, Matrix.one_mul]
  have hEh : Eᴴ = E := by
    rw [hE]
    simp only [conjTranspose_mul, conjTranspose_conjTranspose, h.hermitian.eq,
      Matrix.mul_assoc]
  -- the adjoint of the core equation
  have hl : Cᴴ * H = E * Cᴴ := by
    have h1 := congrArg conjTranspose h.eigen
    rwa [conjTranspose_mul, conjTranspose_mul, h.hermitian.eq, hEh] at h1
  unfold valenceProj
  rw [Matrix.sub_mul, Matrix.mul_sub, Matrix.one_mul, Matrix.mul_one,
    Matrix.mul_assoc C, hl, ← Matrix.mul_assoc H, h.eigen, Matrix.mul_assoc C E]
```

Without Hermiticity the result can fail even for $F=0$. Take

$$H=\begin{pmatrix}1&1\\0&2\end{pmatrix},\qquad C=\begin{pmatrix}1\\0\end{pmatrix},\qquad E=1 .$$

The core equation holds, but $H$ still couples the valence state into the core, so $Q$ commutes neither with $H$ nor with its Green function. Without the core equation the same happens for $H=\mathrm{diag}(1,2)$ and $C=(1,1)^T/\sqrt2$: this normalised orbital mixes two eigenvectors with different energies.

## Orthonormal core orbitals

The condition $C^\dagger C=1$ makes $CC^\dagger$ the orthogonal projector onto the core space. It enters step 1, and it is what gives $QC=0$ in step 3. This second use removes the pseudopotential: whatever $F$ is, $CF^\dagger$ produces only core orbitals, and $Q$ annihilates them.

In the proof of step 4, `h0` is $QC=0$ and `h1` is $QCF^\dagger=0$. The final rewrite expands both sides and applies the commutation theorem. No inverse occurs here, so the relation $QM'=MQ$ holds at every complex $z$.

```lean
/-- The valence projector carries the secular matrix of the pseudo-Hamiltonian into
that of the true Hamiltonian. -/
theorem valenceProj_intertwines (h : IsCore H C E) (F : Matrix n c ℂ) (z : ℂ) :
    valenceProj C * secular z (pseudoH H C F) = secular z H * valenceProj C := by
  have h0 : valenceProj C * C = 0 := by
    unfold valenceProj
    rw [Matrix.sub_mul, Matrix.one_mul, Matrix.mul_assoc, h.orthonormal, Matrix.mul_one,
      sub_self]
  -- the added term points into the core space and is projected out
  have h1 : valenceProj C * (C * Fᴴ) = 0 := by
    rw [← Matrix.mul_assoc, h0, Matrix.zero_mul]
  unfold secular pseudoH
  rw [Matrix.mul_sub, Matrix.mul_add, valenceProj_commute h, h1, add_zero, Matrix.sub_mul,
    Matrix.mul_smul, Matrix.smul_mul, Matrix.mul_one, Matrix.one_mul]
```

If the orbital is not normalised, the cancellation is lost. For $H=\mathrm{diag}(1,2)$ and $C=(2,0)^T$, the matrix $1-CC^\dagger$ is $\mathrm{diag}(-3,1)$. It still commutes with $H$, but it sends $C$ to $-3C$, and the identity then fails for every nonzero $F$.

## An energy $z$ at which both Green functions exist

The hypotheses `hz` and `hz'` say that $z$ is an eigenvalue neither of $H$ nor of the pseudo-Hamiltonian. They are used only in step 5. The Lean calculation inserts $M^{-1}M$ on the left, replaces $MQ$ by $QM'$, and cancels $M'M'^{-1}$ on the right.

```lean
/-- Valence Green function invariance: the valence projection of the pseudo Green function equals
the true Green function acting after the valence projector, for every `F` and `z` for which both
Green functions exist. -/
theorem valence_green_invariance (h : IsCore H C E) (F : Matrix n c ℂ) (z : ℂ)
    (hz : IsUnit (secular z H)) (hz' : IsUnit (secular z (pseudoH H C F))) :
    valenceProj C * green z (pseudoH H C F) = green z H * valenceProj C := by
  have d := (Matrix.isUnit_iff_isUnit_det _).mp hz
  have d' := (Matrix.isUnit_iff_isUnit_det _).mp hz'
  unfold green
  calc valenceProj C * (secular z (pseudoH H C F))⁻¹
      = (secular z H)⁻¹ * (secular z H * valenceProj C)
          * (secular z (pseudoH H C F))⁻¹ := by
        rw [← Matrix.mul_assoc, Matrix.nonsing_inv_mul _ d, Matrix.one_mul]
    _ = (secular z H)⁻¹ * (valenceProj C * secular z (pseudoH H C F))
          * (secular z (pseudoH H C F))⁻¹ := by rw [valenceProj_intertwines h]
    _ = (secular z H)⁻¹ * valenceProj C := by
        rw [Matrix.mul_assoc, Matrix.mul_assoc, Matrix.mul_nonsing_inv _ d', Matrix.mul_one]
```

Both conditions are needed for the statement as written. Lean assigns the zero matrix to the inverse of a singular matrix, so if only $M'$ were singular, the left side would vanish while $M^{-1}Q$ would not, unless $Q=0$. If only $M$ were singular, the right side would vanish while $QM'^{-1}$ would not, again unless $Q=0$.

Taking the trace and using its cyclic property gives $\operatorname{Tr}(QM'^{-1})=\operatorname{Tr}(QM^{-1})$. With $z=\omega+i\eta$ and $\eta>0$, the imaginary part of this trace, multiplied by $-1/\pi$, is the valence density of states with Lorentzian broadening.

```lean
/-- The valence-projected trace of the Green function is the same for the pseudo-Hamiltonian and the
true Hamiltonian, wherever both Green functions exist. -/
theorem valence_trace_invariance (h : IsCore H C E) (F : Matrix n c ℂ) (z : ℂ)
    (hz : IsUnit (secular z H)) (hz' : IsUnit (secular z (pseudoH H C F))) :
    (valenceProj C * green z (pseudoH H C F)).trace = (valenceProj C * green z H).trace := by
  rw [valence_green_invariance h F z hz hz', Matrix.trace_mul_comm]
```

For Hermitian $H$, any $z$ off the real axis satisfies the first condition. The second needs more care, because $H+CF^\dagger$ is in general not Hermitian and may have complex eigenvalues. It can be reduced to a test on a matrix of core size. Set $K=z-E-F^\dagger C$. The core equation gives

$$M'C=zC-CE-CF^\dagger C=CK ,$$

so the pseudo-Hamiltonian acts on the core orbitals as $E+F^\dagger C$. In Lean this is an expansion of products followed by the core equation.

```lean
/-- On the core orbitals the pseudo-Hamiltonian acts as the small matrix `E + Fᴴ C`. -/
theorem secular_pseudoH_core (h : IsCore H C E) (F : Matrix n c ℂ) (z : ℂ) :
    secular z (pseudoH H C F) * C = C * secular z (E + Fᴴ * C) := by
  unfold secular pseudoH
  simp only [Matrix.sub_mul, Matrix.add_mul, Matrix.mul_sub, Matrix.mul_add,
    Matrix.smul_mul, Matrix.mul_smul, Matrix.one_mul, Matrix.mul_one, Matrix.mul_assoc,
    h.eigen]
```

If $M$ and $K$ are invertible, the full pseudo Green function is

$$M'^{-1}=M^{-1}+CK^{-1}F^\dagger M^{-1}.$$

To verify this, multiply the right side by $M'$ from the left. Since $M'=M-CF^\dagger$, the first term gives $1-CF^\dagger M^{-1}$. Since $M'C=CK$, the second gives $CKK^{-1}F^\dagger M^{-1}=CF^\dagger M^{-1}$. The sum is $1$, and a right inverse of a square matrix is its inverse. The fact `key` is this computation, and the last lines draw from it both the invertibility of $M'$ and the value of its inverse.

```lean
/-- If `z - H` and the core-sized matrix `z - E - Fᴴ C` are invertible, the pseudo Green
function exists and is the true one plus an explicit term with values in the core space. -/
theorem pseudo_green_formula (h : IsCore H C E) (F : Matrix n c ℂ) (z : ℂ)
    (hz : IsUnit (secular z H)) (hk : IsUnit (secular z (E + Fᴴ * C))) :
    IsUnit (secular z (pseudoH H C F)) ∧
      green z (pseudoH H C F) =
        green z H + C * (secular z (E + Fᴴ * C))⁻¹ * Fᴴ * green z H := by
  have d := (Matrix.isUnit_iff_isUnit_det _).mp hz
  have dk := (Matrix.isUnit_iff_isUnit_det _).mp hk
  have hB : secular z (pseudoH H C F) = secular z H - C * Fᴴ :=
    sub_add_eq_sub_sub _ _ _
  -- the proposed expression is a right inverse
  have key : secular z (pseudoH H C F) * ((secular z H)⁻¹ +
      C * (secular z (E + Fᴴ * C))⁻¹ * Fᴴ * (secular z H)⁻¹) = 1 := by
    calc _ = secular z (pseudoH H C F) * (secular z H)⁻¹ +
          (secular z (pseudoH H C F) * C) * (secular z (E + Fᴴ * C))⁻¹ * Fᴴ
            * (secular z H)⁻¹ := by
          simp only [Matrix.mul_add, Matrix.mul_assoc]
      _ = (secular z H - C * Fᴴ) * (secular z H)⁻¹ +
          C * (secular z (E + Fᴴ * C) * (secular z (E + Fᴴ * C))⁻¹) * Fᴴ
            * (secular z H)⁻¹ := by
          rw [secular_pseudoH_core h, hB, Matrix.mul_assoc C (secular z (E + Fᴴ * C))]
      _ = 1 := by
          rw [Matrix.mul_nonsing_inv _ dk, Matrix.mul_one, Matrix.sub_mul,
            Matrix.mul_nonsing_inv _ d, sub_add_cancel]
  exact ⟨(Matrix.isUnit_iff_isUnit_det _).mpr (Matrix.isUnit_det_of_right_inverse key),
    Matrix.inv_eq_right_inv key⟩
```

Conversely, suppose that $M$ and $M'$ are invertible. Then

$$(C^\dagger M'^{-1}C)K=C^\dagger M'^{-1}M'C=C^\dagger C=1 ,$$

so $K$ has a left inverse and is invertible. Hence, away from the eigenvalues of $H$, the pseudo Green function exists exactly when $z$ is not an eigenvalue of $E+F^\dagger C$. The Lean proof takes one direction from the preceding theorem and obtains the other from this compression to the core space.

```lean
/-- When `z - H` is invertible, the pseudo Green function exists at `z` exactly when the
core-sized matrix `z - E - Fᴴ C` is invertible. -/
theorem pseudo_isUnit_iff (h : IsCore H C E) (F : Matrix n c ℂ) (z : ℂ)
    (hz : IsUnit (secular z H)) :
    IsUnit (secular z (pseudoH H C F)) ↔ IsUnit (secular z (E + Fᴴ * C)) := by
  refine ⟨fun hb => ?_, fun hk => (pseudo_green_formula h F z hz hk).1⟩
  have d := (Matrix.isUnit_iff_isUnit_det _).mp hb
  -- compress the pseudo Green function to the core space
  have key : (Cᴴ * (secular z (pseudoH H C F))⁻¹ * C) * secular z (E + Fᴴ * C) = 1 := by
    rw [Matrix.mul_assoc, ← secular_pseudoH_core h, Matrix.mul_assoc,
      ← Matrix.mul_assoc _ _ C, Matrix.nonsing_inv_mul _ d, Matrix.one_mul, h.orthonormal]
  exact (Matrix.isUnit_iff_isUnit_det _).mpr (Matrix.isUnit_det_of_left_inverse key)
```

## No condition on $F$

The matrix $F$ is not required to be small, Hermitian in any sense, or related to the core orbitals. Its only restriction is indirect: $M'$ must be invertible at the chosen $z$. The theorem therefore gives no guidance on which $F$ makes a smooth or efficient pseudopotential.

This freedom depends on the projector. Suppose that the unprojected Green functions agree, $M'^{-1}=M^{-1}$. Then $M'=M$, so $CF^\dagger=0$, and multiplying by $C^\dagger$ gives $F^\dagger=0$. The converse is immediate. In the proof, `h1`, `h2` and `h3` are these three equalities. The theorem assumes only orthonormality and the two invertibility conditions; it needs neither Hermiticity nor the core equation.

```lean
/-- If the columns of `C` are orthonormal and both Green functions exist at `z`, the unprojected
pseudo and true Green functions agree there exactly when `F = 0`. -/
theorem green_eq_iff (hC : Cᴴ * C = 1) (F : Matrix n c ℂ) (z : ℂ)
    (hz : IsUnit (secular z H)) (hz' : IsUnit (secular z (pseudoH H C F))) :
    green z (pseudoH H C F) = green z H ↔ F = 0 := by
  have d := (Matrix.isUnit_iff_isUnit_det _).mp hz
  have d' := (Matrix.isUnit_iff_isUnit_det _).mp hz'
  constructor
  · intro hg
    unfold green at hg
    have h1 : secular z (pseudoH H C F) = secular z H := by
      calc secular z (pseudoH H C F)
          = secular z (pseudoH H C F) * ((secular z H)⁻¹ * secular z H) := by
            rw [Matrix.nonsing_inv_mul _ d, Matrix.mul_one]
        _ = secular z H := by
            rw [← hg, ← Matrix.mul_assoc, Matrix.mul_nonsing_inv _ d', Matrix.one_mul]
    have h2 : C * Fᴴ = 0 := by
      unfold secular pseudoH at h1
      exact add_eq_left.mp (sub_right_injective h1)
    have h3 : Fᴴ = 0 := by
      rw [← Matrix.one_mul Fᴴ, ← hC, Matrix.mul_assoc, h2, Matrix.mul_zero]
    exact conjTranspose_eq_zero.mp h3
  · intro hF
    simp [hF, pseudoH]
```

The last theorem checks that all the hypotheses can be met with a nonzero $F$. It takes $z=0$, $H=\mathrm{diag}(1,2)$, $C=(1,0)^T$, $E=1$ and $F=(1,1)^T$, so that

$$H+CF^\dagger=\begin{pmatrix}2&1\\0&2\end{pmatrix}.$$

The core level has moved from $1$ to $E+F^\dagger C=2$, and the pseudo-Hamiltonian is not Hermitian. The two Green functions are

$$M^{-1}=\begin{pmatrix}-1&0\\0&-\tfrac12\end{pmatrix},\qquad M'^{-1}=\begin{pmatrix}-\tfrac12&\tfrac14\\0&-\tfrac12\end{pmatrix}.$$

They differ in the first row, which is the core component. With $Q=\mathrm{diag}(0,1)$, both $QM'^{-1}$ and $M^{-1}Q$ equal $\mathrm{diag}(0,-\tfrac12)$. The side on which $Q$ stands matters: $M'^{-1}Q$ keeps the entry $\tfrac14$. The Lean proof checks the three core conditions entry by entry and the two invertibility conditions through $2\times2$ determinants.

```lean
/-- A two-level Hamiltonian with one core orbital and a nonzero `F` meets all hypotheses
of the invariance theorem at `z = 0`. -/
theorem valence_green_invariance_witness :
    IsCore (!![1, 0; 0, 2] : Matrix (Fin 2) (Fin 2) ℂ)
      (!![1; 0] : Matrix (Fin 2) (Fin 1) ℂ) (!![1] : Matrix (Fin 1) (Fin 1) ℂ) ∧
    IsUnit (secular 0 (!![1, 0; 0, 2] : Matrix (Fin 2) (Fin 2) ℂ)) ∧
    IsUnit (secular 0 (pseudoH (!![1, 0; 0, 2] : Matrix (Fin 2) (Fin 2) ℂ)
      (!![1; 0] : Matrix (Fin 2) (Fin 1) ℂ) !![1; 1])) := by
  refine ⟨⟨?_, ?_, ?_⟩, ?_, ?_⟩
  · ext i j
    fin_cases i <;> fin_cases j <;> simp
  · ext i j
    fin_cases i
    fin_cases j
    simp [Matrix.mul_apply, Fin.sum_univ_succ]
  · ext i j
    fin_cases i <;> fin_cases j <;> simp [Matrix.mul_apply, Fin.sum_univ_succ]
  · rw [Matrix.isUnit_iff_isUnit_det, isUnit_iff_ne_zero, Matrix.det_fin_two]
    norm_num [secular]
  · rw [Matrix.isUnit_iff_isUnit_det, isUnit_iff_ne_zero, Matrix.det_fin_two]
    -- expand the matrix entries before evaluating the determinant
    simp only [secular, pseudoH, Matrix.sub_apply, Matrix.smul_apply, Matrix.add_apply,
      Matrix.mul_apply, Matrix.conjTranspose_apply]
    norm_num

end

end ValenceGreenInvariance
```

```lean
#print axioms ValenceGreenInvariance.valence_trace_invariance
#print axioms ValenceGreenInvariance.pseudo_green_formula
#print axioms ValenceGreenInvariance.pseudo_isUnit_iff
#print axioms ValenceGreenInvariance.green_eq_iff
```

```
'ValenceGreenInvariance.valence_trace_invariance' depends on axioms: [propext, Classical.choice, Quot.sound]
'ValenceGreenInvariance.pseudo_green_formula' depends on axioms: [propext, Classical.choice, Quot.sound]
'ValenceGreenInvariance.pseudo_isUnit_iff' depends on axioms: [propext, Classical.choice, Quot.sound]
'ValenceGreenInvariance.green_eq_iff' depends on axioms: [propext, Classical.choice, Quot.sound]
```
